# The imaginary part of a three-spinor overlap loop is a quarter of the scalar chirality

Coplanarity is expressed here by a single number: three spin vectors count as coplanar when their scalar triple product, the scalar chirality, is zero. This includes parallel and vanishing vectors. The spinors are elements of $\mathbb C^2$ of any norm, since normalisation would rescale both sides of the identity by the same factor.

The overlap is $\langle a,b\rangle=a^\dagger b$, and the spin vector is $m_a=a^\dagger\sigma a$ with the Pauli matrices $\sigma=(\sigma_x,\sigma_y,\sigma_z)$, without a factor $\tfrac12$. For three such spinors $a,b,c$ the identity is

$$\operatorname{Im}\big(\langle a,b\rangle\langle b,c\rangle\langle c,a\rangle\big)=\tfrac14\,m_a\cdot(m_b\times m_c).$$

In generalized Hartree–Fock theory an orbital has two spin components at each point. For three single spinors without a spatial part, the results below show that components which are real in one common spin frame exclude noncoplanar spin vectors.

```lean
import Mathlib

open Matrix ComplexConjugate

namespace SpinorChirality

noncomputable section
```

## Spinors, spin vectors and chirality

A spinor is a function `Fin 2 → ℂ` with components $a_0,a_1$. The overlap $\langle a,b\rangle=\sum_i \overline{a_i}\,b_i$ is conjugate-linear in its first argument.

```lean
/-- The overlap `⟨a, b⟩` of two spinors, conjugate-linear in the first. -/
def overlap (a b : Fin 2 → ℂ) : ℂ := star a ⬝ᵥ b
```

The Pauli matrices are written out explicitly; the indices 0, 1, 2 of `Fin 3` stand for $x,y,z$.

```lean
/-- The three Pauli matrices, in the order x, y, z. -/
def pauli : Fin 3 → Matrix (Fin 2) (Fin 2) ℂ :=
  ![!![0, 1; 1, 0], !![0, -Complex.I; Complex.I, 0], !![1, 0; 0, -1]]
```

The spin vector has components $(m_a)_i=\langle a,\sigma_i a\rangle$, which is the spin in units of $\hbar/2$ when $a$ is normalised. Lean's expectation value is a complex number, so the definition takes its real part to obtain a vector in $\mathbb R^3$.

```lean
/-- The spin vector of a spinor: the real parts of `⟨a, σ_i a⟩` for the three Pauli matrices. -/
def moment (a : Fin 2 → ℂ) : Fin 3 → ℝ := fun i => (overlap a (pauli i *ᵥ a)).re
```

The chirality is $\chi(a,b,c)=m_a\cdot(m_b\times m_c)$, where `⬝ᵥ` is the scalar product and `⨯₃` the cross product.

```lean
/-- The scalar chirality `m_a · (m_b × m_c)` of the spin vectors of three spinors. -/
def chirality (a b c : Fin 2 → ℂ) : ℝ := moment a ⬝ᵥ (moment b ⨯₃ moment c)
```

## Rules for overlaps

In components, $\langle a,b\rangle=\overline{a_0}b_0+\overline{a_1}b_1$.

```lean
lemma overlap_eq (a b : Fin 2 → ℂ) :
    overlap a b = conj (a 0) * b 0 + conj (a 1) * b 1 := by
  simp [overlap, dotProduct, Fin.sum_univ_two]
```

Scalar factors come out as $\langle ua,vb\rangle=\bar u v\,\langle a,b\rangle$.

```lean
lemma overlap_smul (u v : ℂ) (a b : Fin 2 → ℂ) :
    overlap (u • a) (v • b) = conj u * v * overlap a b := by
  simp only [overlap_eq, Pi.smul_apply, smul_eq_mul, map_mul]
  ring
```

Exchanging the arguments conjugates the overlap: $\langle b,a\rangle=\overline{\langle a,b\rangle}$.

```lean
lemma overlap_conj (a b : Fin 2 → ℂ) : overlap b a = conj (overlap a b) := by
  simp only [overlap_eq, map_add, map_mul, Complex.conj_conj]
  ring
```

## The spin vector in components

Because $\sigma_i$ is Hermitian, $\langle a,\sigma_i a\rangle=\langle\sigma_i a,a\rangle=\overline{\langle a,\sigma_i a\rangle}$. The expectation value is therefore real, and taking the real part loses nothing. Lean checks the imaginary part separately for each of the three matrices.

```lean
/-- The Pauli expectation values are real, so the spin vector carries all of them. -/
theorem moment_coe (a : Fin 2 → ℂ) (i : Fin 3) :
    (moment a i : ℂ) = overlap a (pauli i *ᵥ a) := by
  apply Complex.ext
  · exact Complex.ofReal_re _
  · rw [Complex.ofReal_im]
    fin_cases i <;>
      simp [overlap_eq, pauli, dotProduct, Fin.sum_univ_two] <;> ring
```

Multiplying out gives

$$m_a=\big(2\operatorname{Re}(\overline{a_0}a_1),\;2\operatorname{Im}(\overline{a_0}a_1),\;|a_0|^2-|a_1|^2\big).$$

The lemma states this in the real and imaginary parts of the components.

```lean
lemma moment_eq (a : Fin 2 → ℂ) :
    moment a = ![2 * ((a 0).re * (a 1).re + (a 0).im * (a 1).im),
      2 * ((a 0).re * (a 1).im - (a 0).im * (a 1).re),
      (a 0).re ^ 2 + (a 0).im ^ 2 - (a 1).re ^ 2 - (a 1).im ^ 2] := by
  ext i
  fin_cases i <;>
    simp [moment, overlap_eq, pauli, dotProduct, Fin.sum_univ_two] <;> ring
```

## The loop product

Let $n_a=\langle a,a\rangle$. The components above give $aa^\dagger=\tfrac12(n_a+m_a\cdot\sigma)$, and likewise for $b$ and $c$. Hence

$$\langle a,b\rangle\langle b,c\rangle\langle c,a\rangle=\operatorname{tr}(aa^\dagger bb^\dagger cc^\dagger)=\tfrac18\operatorname{tr}\big[(n_a+m_a\cdot\sigma)(n_b+m_b\cdot\sigma)(n_c+m_c\cdot\sigma)\big].$$

From $(p\cdot\sigma)(q\cdot\sigma)=p\cdot q+i\,(p\times q)\cdot\sigma$ and $\operatorname{tr}\sigma_i=0$, a single factor $p\cdot\sigma$ has trace zero, two factors give $2\,p\cdot q$, and three give $2i\,(p\times q)\cdot r$. The only imaginary contribution is $\tfrac18\cdot 2\chi=\chi/4$.

The Lean proof takes a more direct route. It inserts the component formulas, and `ring` compares two polynomials in the twelve real coordinates.

```lean
/-- The imaginary part of the loop product `⟨a,b⟩⟨b,c⟩⟨c,a⟩` of three spinors is one quarter
of the triple product of their spin vectors. -/
theorem loop_im (a b c : Fin 2 → ℂ) :
    (overlap a b * overlap b c * overlap c a).im = chirality a b c / 4 := by
  simp only [chirality, moment_eq, cross_apply, overlap_eq]
  simp [dotProduct, Fin.sum_univ_three]
  ring
```

The remaining terms of the same trace form the real part:

$$\tfrac14\big(n_an_bn_c+n_a\,m_b\cdot m_c+n_b\,m_c\cdot m_a+n_c\,m_a\cdot m_b\big).$$

```lean
/-- The real part of the loop product is fixed by the norms of the spinors and the pairwise
scalar products of their spin vectors. -/
theorem loop_re (a b c : Fin 2 → ℂ) :
    (overlap a b * overlap b c * overlap c a).re =
      ((overlap a a).re * (overlap b b).re * (overlap c c).re
        + (overlap a a).re * (moment b ⬝ᵥ moment c)
        + (overlap b b).re * (moment c ⬝ᵥ moment a)
        + (overlap c c).re * (moment a ⬝ᵥ moment b)) / 4 := by
  simp only [moment_eq, overlap_eq]
  simp [dotProduct, Fin.sum_univ_three]
  ring
```

## Real overlaps and coplanar spin vectors

If all three overlaps are real, so is their product. Then $0=\chi/4$, and the spin vectors are coplanar. In the proof, `simp only` inserts the three vanishing imaginary parts into `loop_im`.

```lean
/-- Three spinors whose mutual overlaps are all real have coplanar spin vectors. -/
theorem coplanar_of_real_overlaps {a b c : Fin 2 → ℂ} (hab : (overlap a b).im = 0)
    (hbc : (overlap b c).im = 0) (hca : (overlap c a).im = 0) : chirality a b c = 0 := by
  have h := loop_im a b c
  simp only [Complex.mul_im, Complex.mul_re, hab, hbc, hca] at h
  linarith
```

For the converse, the phases of the spinors have to be adjusted. This leaves the spin vectors alone: for $|v|=1$, $\langle vb,\sigma_i vb\rangle=\bar vv\,\langle b,\sigma_i b\rangle=\langle b,\sigma_i b\rangle$.

```lean
/-- Multiplying a spinor by a phase factor leaves its spin vector unchanged. -/
theorem moment_phase {v : ℂ} (hv : ‖v‖ = 1) (b : Fin 2 → ℂ) :
    moment (v • b) = moment b := by
  ext i
  simp only [moment, Matrix.mulVec_smul, overlap_smul]
  rw [Complex.conj_mul', hv]
  simp
```

A single overlap can always be made real. Write $z=\langle a,b\rangle=|z|e^{i\theta}$ and take $v=e^{-i\theta}$; then $\langle a,vb\rangle=|z|$.

```lean
lemma exists_phase (a b : Fin 2 → ℂ) :
    ∃ v : ℂ, ‖v‖ = 1 ∧ (overlap a (v • b)).im = 0 := by
  -- the phase factor undoes the argument of the overlap
  set z := overlap a b with hz
  refine ⟨Complex.exp (((-z.arg : ℝ) : ℂ) * Complex.I),
    Complex.norm_exp_ofReal_mul_I _, ?_⟩
  have h : Complex.exp (((-z.arg : ℝ) : ℂ) * Complex.I) * z = (‖z‖ : ℂ) := by
    calc Complex.exp (((-z.arg : ℝ) : ℂ) * Complex.I) * z
        = Complex.exp (((-z.arg : ℝ) : ℂ) * Complex.I)
            * ((‖z‖ : ℂ) * Complex.exp ((z.arg : ℂ) * Complex.I)) := by
          rw [Complex.norm_mul_exp_arg_mul_I]
      _ = (‖z‖ : ℂ) * Complex.exp (((-z.arg : ℝ) : ℂ) * Complex.I
            + (z.arg : ℂ) * Complex.I) := by
          rw [Complex.exp_add]; ring
      _ = (‖z‖ : ℂ) := by simp
  have h2 := overlap_smul 1 (Complex.exp (((-z.arg : ℝ) : ℂ) * Complex.I)) a b
  rw [one_smul, map_one, one_mul, ← hz, h] at h2
  rw [h2, Complex.ofReal_im]
```

Now let $\chi=0$. There are three cases.

- If $\langle a,b\rangle=0$, choose $w$ so that $\langle a,wc\rangle$ is real, then $v$ so that $\langle wc,vb\rangle$ is real. The overlap $\langle a,vb\rangle$ stays zero.
- If $\langle a,c\rangle=0$, the same argument applies with $b$ and $c$ exchanged.
- Otherwise, choose $v$ and $w$ so that $x=\langle a,vb\rangle$ and $z=\langle a,wc\rangle$ are real; both are nonzero. With $y=\langle vb,wc\rangle$, the loop identity gives $0=\operatorname{Im}(xyz)=xz\operatorname{Im}y$, so $y$ is real as well.

In the other direction, real overlaps make the spin vectors of the rephased spinors coplanar, and these are the original spin vectors.

In the code, `flip` exchanges the arguments of a real overlap, `scale` extracts a phase, `nonzero` supplies $x,z\neq0$, and `hp` is the equation $xz\operatorname{Im}y=0$.

```lean
/-- The spin vectors of three spinors are coplanar exactly when phase factors on the second and
third spinor can make all three mutual overlaps real. -/
theorem coplanar_iff_real_gauge (a b c : Fin 2 → ℂ) :
    chirality a b c = 0 ↔ ∃ v w : ℂ, ‖v‖ = 1 ∧ ‖w‖ = 1 ∧
      (overlap a (v • b)).im = 0 ∧ (overlap (v • b) (w • c)).im = 0 ∧
      (overlap (w • c) a).im = 0 := by
  have flip : ∀ x y : Fin 2 → ℂ, (overlap x y).im = 0 → (overlap y x).im = 0 := by
    intro x y h
    rw [overlap_conj x y, Complex.conj_im, h, neg_zero]
  have scale : ∀ (v : ℂ) (x y : Fin 2 → ℂ), overlap x (v • y) = v * overlap x y := by
    intro v x y
    have h := overlap_smul 1 v x y
    rwa [one_smul, map_one, one_mul] at h
  constructor
  · intro h
    by_cases hab : overlap a b = 0
    · -- the phase of b is free to make its overlap with c real
      obtain ⟨w, hw, h1⟩ := exists_phase a c
      obtain ⟨v, hv, h2⟩ := exists_phase (w • c) b
      exact ⟨v, w, hv, hw, by rw [scale, hab, mul_zero, Complex.zero_im],
        flip _ _ h2, flip _ _ h1⟩
    by_cases hac : overlap a c = 0
    · obtain ⟨v, hv, h1⟩ := exists_phase a b
      obtain ⟨w, hw, h2⟩ := exists_phase (v • b) c
      exact ⟨v, w, hv, hw, h1, h2,
        flip _ _ (by rw [scale, hac, mul_zero, Complex.zero_im])⟩
    -- two overlaps are made real; the real loop product forces the third
    obtain ⟨v, hv, h1⟩ := exists_phase a b
    obtain ⟨w, hw, h2⟩ := exists_phase a c
    have nonzero : ∀ (u : ℂ) (y : Fin 2 → ℂ), ‖u‖ = 1 → overlap a y ≠ 0 →
        (overlap a (u • y)).im = 0 → (overlap a (u • y)).re ≠ 0 := by
      intro u y hu hy him hre
      have h0 : overlap a (u • y) = 0 := Complex.ext hre him
      rw [scale] at h0
      rcases mul_eq_zero.mp h0 with h0 | h0
      · rw [h0, norm_zero] at hu
        exact zero_ne_one hu
      · exact hy h0
    have hx := nonzero v b hv hab h1
    have hz := nonzero w c hw hac h2
    have hl := loop_im a (v • b) (w • c)
    have hc : chirality a (v • b) (w • c) = 0 := by
      rw [← h]
      simp only [chirality, moment_phase hv, moment_phase hw]
    rw [hc, overlap_conj a (w • c)] at hl
    simp only [Complex.mul_im, Complex.mul_re, Complex.conj_re, Complex.conj_im, h1, h2] at hl
    have hp : (overlap a (v • b)).re * (overlap a (w • c)).re
        * (overlap (v • b) (w • c)).im = 0 := by linarith
    exact ⟨v, w, hv, hw, h1, (mul_eq_zero.mp hp).resolve_left (mul_ne_zero hx hz),
      flip _ _ h2⟩
  · rintro ⟨v, w, hv, hw, h1, h2, h3⟩
    have h := coplanar_of_real_overlaps h1 h2 h3
    simpa only [chirality, moment_phase hv, moment_phase hw] using h
```

## Real components in a common spin frame

Let $r,s,t$ be real spinors and $U$ a matrix with $U^\dagger U=1$, which is the hypothesis `hU`. Then $\langle Ur,Us\rangle=r^{T}U^\dagger Us=r^{T}s$ is real, and the same holds for the other pairs. Since all three overlaps are real, `coplanar_of_real_overlaps` gives $\chi=0$. Three spinors with $\chi\neq0$ therefore cannot all have real components in any common spin frame. The statement concerns given spinors; it does not say which of them a self-consistent calculation would produce.

```lean
/-- Three spinors obtained from spinors with real components by one common unitary spin
rotation have coplanar spin vectors. -/
theorem coplanar_of_real_spinors (U : Matrix (Fin 2) (Fin 2) ℂ) (hU : Uᴴ * U = 1)
    (r s t : Fin 2 → ℝ) :
    chirality (U *ᵥ fun i => (r i : ℂ)) (U *ᵥ fun i => (s i : ℂ))
      (U *ᵥ fun i => (t i : ℂ)) = 0 := by
  -- a common rotation preserves overlaps, and real spinors have real overlaps
  have key : ∀ x y : Fin 2 → ℝ,
      (overlap (U *ᵥ fun i => (x i : ℂ)) (U *ᵥ fun i => (y i : ℂ))).im = 0 := by
    intro x y
    have h : overlap (U *ᵥ fun i => (x i : ℂ)) (U *ᵥ fun i => (y i : ℂ))
        = overlap (fun i => (x i : ℂ)) (fun i => (y i : ℂ)) := by
      unfold overlap
      rw [Matrix.star_mulVec, ← Matrix.dotProduct_mulVec, Matrix.mulVec_mulVec, hU,
        Matrix.one_mulVec]
    rw [h, overlap_eq]
    simp
  exact coplanar_of_real_overlaps (key r s) (key s t) (key t r)
```

## A noncoplanar triple

Take $a=(1,0)$, $b=(1,1)$ and $c=(1,i)$. Their spin vectors are $(0,0,1)$, $(2,0,0)$ and $(0,2,0)$, so $m_b\times m_c=(0,0,4)$ and $\chi=4$. The overlaps are $\langle a,b\rangle=1$, $\langle b,c\rangle=1+i$ and $\langle c,a\rangle=1$. Their product $1+i$ has imaginary part $1=\chi/4$, as required. After normalisation the spin vectors are orthogonal unit vectors, $\chi=1$, and the loop product is $(1+i)/4$.

The triple also shows that two real overlaps do not suffice for coplanarity: here only $\langle b,c\rangle$ fails to be real, which is what `hbc` in `coplanar_of_real_overlaps` rules out.

```lean
/-- The spinors `(1, 0)`, `(1, 1)` and `(1, i)` have scalar chirality 4. -/
theorem noncoplanar_witness :
    chirality ![1, 0] ![1, 1] ![1, Complex.I] = 4 := by
  norm_num [chirality, moment_eq, cross_apply, dotProduct, Fin.sum_univ_three]
  -- read off the remaining vector components
  simp

end

end SpinorChirality
```

```lean
#print axioms SpinorChirality.loop_im
#print axioms SpinorChirality.loop_re
#print axioms SpinorChirality.coplanar_iff_real_gauge
#print axioms SpinorChirality.coplanar_of_real_spinors
```

```
'SpinorChirality.loop_im' depends on axioms: [propext, Classical.choice, Quot.sound]
'SpinorChirality.loop_re' depends on axioms: [propext, Classical.choice, Quot.sound]
'SpinorChirality.coplanar_iff_real_gauge' depends on axioms: [propext, Classical.choice, Quot.sound]
'SpinorChirality.coplanar_of_real_spinors' depends on axioms: [propext, Classical.choice, Quot.sound]
```
